# A uniform infinite nearest-neighbour chain has nonzero bounded stationary states exactly at real energies within twice the hopping strength of the on-site energy

To find the band of a uniform chain with one orbital per site, orbitals on different sites being orthogonal, and hopping only between nearest neighbours, one evaluates $\varepsilon + 2t\cos k$ over the wave numbers $k$ and reads off the lowest and highest values. Here $\varepsilon$ is the on-site energy and $t$ the hopping between neighbours. Reading the result as the full set of allowed energies assumes that no bounded state lies outside the range of the Bloch waves. For a non-interacting electron on an infinite chain of this kind, this is proved below.

In Lean 4 with Mathlib:

```lean
import Mathlib

namespace TightBindingChain

noncomputable section
```

## The chain and its stationary states

A state is a function $\psi$ from the integers to the complex numbers, with $\psi(j)$ the amplitude on site $j$. The Hamiltonian acts on it by

$$(H\psi)(j) = \varepsilon\,\psi(j) + t\,[\psi(j+1) + \psi(j-1)].$$

Both parameters are real, and $t$ may have either sign or vanish. The hopping enters with a plus sign, so for $t>0$ the state with $k=0$ is at the top of the band.

```lean
/-- The Hamiltonian of the infinite chain with on-site energy `ε` and nearest-neighbour
hopping `t`, acting on site amplitudes. -/
def chainHamiltonian (ε t : ℝ) (ψ : ℤ → ℂ) (j : ℤ) : ℂ :=
  (ε : ℂ) * ψ j + (t : ℂ) * (ψ (j + 1) + ψ (j - 1))
```

A stationary state at the real energy $E$ satisfies $(H\psi)(j) = E\psi(j)$ on every site. The definition `IsStationary` also admits $\psi = 0$, which the theorems on the band exclude by a separate hypothesis.

```lean
/-- The amplitudes `ψ` solve the stationary Schrödinger equation of the chain at energy `E`. -/
def IsStationary (ε t E : ℝ) (ψ : ℤ → ℂ) : Prop :=
  ∀ j, chainHamiltonian ε t ψ j = (E : ℂ) * ψ j
```

Extended states of an infinite chain cannot be normalised, so the condition imposed on them is boundedness: some real $C$ satisfies $|\psi(j)| \le C$ for all $j$. This admits travelling waves and rejects amplitudes that grow without limit along the chain.

```lean
/-- The moduli of the amplitudes have a common upper bound along the chain. -/
def BoundedAmplitude (ψ : ℤ → ℂ) : Prop :=
  ∃ C : ℝ, ∀ j, ‖ψ j‖ ≤ C
```

With the lattice constant set to one, the Bloch wave of real wave number $k$ is $e^{ikj}$.

```lean
/-- The Bloch wave `exp (i k j)` with wave number `k` (lattice constant one). -/
def blochWave (k : ℝ) (j : ℤ) : ℂ :=
  Complex.exp (((k * (j : ℝ) : ℝ) : ℂ) * Complex.I)
```

One more quantity belongs to the bond between sites $j$ and $j+1$:

$$Q(j) = t\left(|\psi(j+1)|^2 + |\psi(j)|^2\right) - (E-\varepsilon)\,\mathrm{Re}\left[\overline{\psi(j)}\,\psi(j+1)\right].$$

It will limit the growth of solutions inside the band. The code writes it in real and imaginary parts.

```lean
/-- A quadratic form in the amplitudes at the two ends of the bond from `j` to `j + 1`. -/
def bondForm (ε t E : ℝ) (ψ : ℤ → ℂ) (j : ℤ) : ℝ :=
  t * ((ψ (j + 1)).re ^ 2 + (ψ (j + 1)).im ^ 2 + (ψ j).re ^ 2 + (ψ j).im ^ 2)
    - (E - ε) * ((ψ j).re * (ψ (j + 1)).re + (ψ j).im * (ψ (j + 1)).im)
```

## Bloch waves reach every energy in the band

Since $kj$ is real, $|e^{ikj}| = 1$ on every site, and the wave is bounded.

```lean
/-- A Bloch wave has modulus one on every site. -/
theorem norm_blochWave (k : ℝ) (j : ℤ) : ‖blochWave k j‖ = 1 :=
  Complex.norm_exp_ofReal_mul_I _
```

A shift by one site multiplies the wave by a phase, $e^{ik(j\pm1)} = e^{ikj}e^{\pm ik}$. Hence

$$\varepsilon e^{ikj} + t\left(e^{ik}+e^{-ik}\right)e^{ikj} = (\varepsilon + 2t\cos k)\,e^{ikj}.$$

In the proof, `h1` and `h2` are the two shifts and `h3` is the formula for the cosine; `linear_combination` puts them together.

```lean
/-- The Bloch wave with wave number `k` is stationary at the energy `ε + 2 t cos k`. -/
theorem blochWave_dispersion (ε t k : ℝ) :
    IsStationary ε t (ε + 2 * t * Real.cos k) (blochWave k) := by
  intro j
  -- a translation by one site multiplies the wave by a phase
  have h1 : blochWave k (j + 1) = blochWave k j * Complex.exp ((k : ℂ) * Complex.I) := by
    unfold blochWave
    rw [← Complex.exp_add]
    congr 1
    push_cast
    ring
  have h2 : blochWave k (j - 1) = blochWave k j * Complex.exp (-(k : ℂ) * Complex.I) := by
    unfold blochWave
    rw [← Complex.exp_add]
    congr 1
    push_cast
    ring
  have h3 : 2 * Complex.cos (k : ℂ)
      = Complex.exp ((k : ℂ) * Complex.I) + Complex.exp (-(k : ℂ) * Complex.I) := by
    rw [Complex.cos]
    ring
  unfold chainHamiltonian
  rw [h1, h2]
  push_cast
  linear_combination (-((t : ℂ) * blochWave k j)) * h3
```

Now let $|E-\varepsilon| \le 2|t|$. If $t \ne 0$, the ratio $(E-\varepsilon)/(2t)$ lies in $[-1,1]$, and

$$k = \arccos\frac{E-\varepsilon}{2t}$$

gives $\varepsilon + 2t\cos k = E$. If $t = 0$, the assumption forces $E = \varepsilon$, and any $k$ will do; the proof takes $k=0$.

```lean
/-- Every energy within `2 |t|` of the on-site energy is `ε + 2 t cos k` for some real `k`. -/
theorem exists_wave_number (ε t E : ℝ) (h : |E - ε| ≤ 2 * |t|) :
    ∃ k : ℝ, ε + 2 * t * Real.cos k = E := by
  by_cases ht : t = 0
  · subst ht
    have h0 : |E - ε| ≤ 0 := by simpa using h
    have h1 : E - ε = 0 := abs_nonpos_iff.mp h0
    exact ⟨0, by linarith⟩
  · have hpos : 0 < |2 * t| := abs_pos.mpr (mul_ne_zero two_ne_zero ht)
    have h2 : |2 * t| = 2 * |t| := by rw [abs_mul, abs_two]
    have hx : |(E - ε) / (2 * t)| ≤ 1 := by
      rw [abs_div, div_le_one hpos, h2]
      exact h
    refine ⟨Real.arccos ((E - ε) / (2 * t)), ?_⟩
    rw [Real.cos_arccos (abs_le.mp hx).1 (abs_le.mp hx).2,
      mul_div_cancel₀ _ (mul_ne_zero two_ne_zero ht)]
    ring
```

## No bounded state lies outside the band

Let $\psi$ be a nonzero bounded stationary state and let $M = \sup_j|\psi(j)|$. Some amplitude is nonzero, so $M > 0$. The stationary equation can be written as

$$(E-\varepsilon)\,\psi(j) = t\,[\psi(j+1)+\psi(j-1)],$$

and taking moduli gives $|E-\varepsilon|\,|\psi(j)| \le 2|t|M$ for every $j$. This is `step` in the proof.

Suppose that $|E-\varepsilon| > 2|t|$. Then $|E-\varepsilon|$ is positive and we may divide by it:

$$|\psi(j)| \le \frac{2|t|M}{|E-\varepsilon|}.$$

The right-hand side does not depend on $j$, so it also bounds the supremum. That gives $|E-\varepsilon|\,M \le 2|t|M$, which contradicts the assumption because $M>0$. The supremum need not be attained on any site, and the argument does not require it.

```lean
/-- A nonzero bounded stationary state has its energy within `2 |t|` of the on-site energy. -/
theorem energy_mem_band (ε t E : ℝ) (ψ : ℤ → ℂ) (hne : ψ ≠ 0)
    (hbd : BoundedAmplitude ψ) (hψ : IsStationary ε t E ψ) : |E - ε| ≤ 2 * |t| := by
  obtain ⟨C, hC⟩ := hbd
  have hb : BddAbove (Set.range fun j => ‖ψ j‖) :=
    ⟨C, by rintro _ ⟨j, rfl⟩; exact hC j⟩
  -- M is the supremum of the moduli
  obtain ⟨M, hM⟩ : ∃ M : ℝ, M = ⨆ j, ‖ψ j‖ := ⟨_, rfl⟩
  have hle : ∀ j, ‖ψ j‖ ≤ M := fun j => hM ▸ le_ciSup hb j
  obtain ⟨i, hi⟩ := Function.ne_iff.mp hne
  have hMpos : 0 < M := lt_of_lt_of_le (norm_pos_iff.mpr hi) (hle i)
  have step : ∀ j, |E - ε| * ‖ψ j‖ ≤ |t| * (M + M) := by
    intro j
    have h : ((E - ε : ℝ) : ℂ) * ψ j = (t : ℂ) * (ψ (j + 1) + ψ (j - 1)) := by
      have h0 := hψ j
      unfold chainHamiltonian at h0
      push_cast
      linear_combination -h0
    have hn := congrArg norm h
    rw [norm_mul, norm_mul, Complex.norm_real, Complex.norm_real, Real.norm_eq_abs,
      Real.norm_eq_abs] at hn
    rw [hn]
    exact mul_le_mul_of_nonneg_left
      ((norm_add_le _ _).trans (add_le_add (hle _) (hle _))) (abs_nonneg t)
  by_contra hcon
  have hlt : 2 * |t| < |E - ε| := not_le.mp hcon
  have hpos : 0 < |E - ε| := by linarith [abs_nonneg t]
  -- the bound on every site passes to the supremum
  have hsup : M ≤ |t| * (M + M) / |E - ε| := by
    rw [hM]
    refine ciSup_le fun j => ?_
    rw [← hM, le_div_iff₀ hpos, mul_comm]
    exact step j
  rw [le_div_iff₀ hpos] at hsup
  nlinarith [mul_pos (sub_pos.mpr hlt) hMpos]
```

The two directions combine into an equivalence. For an energy in the band, the state supplied is the Bloch wave with the wave number found above. It is nonzero because an exponential never vanishes.

The statement says that some $\psi$ is not identically zero, is bounded and is stationary at $E$ if and only if $|E-\varepsilon| \le 2|t|$. Both band edges are included, and at $t=0$ the band shrinks to the single energy $\varepsilon$. "Allowed" here refers to bounded amplitudes; the spectrum of $H$ as an operator on square-summable states is a separate notion, which this statement does not address. Disorder, chain ends and further orbitals are absent from the model.

```lean
/-- Allowed band of the infinite chain: a nonzero bounded stationary state of energy `E`
exists exactly when `|E - ε| ≤ 2 |t|`. -/
theorem allowed_band_iff (ε t E : ℝ) :
    (∃ ψ : ℤ → ℂ, ψ ≠ 0 ∧ BoundedAmplitude ψ ∧ IsStationary ε t E ψ)
      ↔ |E - ε| ≤ 2 * |t| := by
  constructor
  · rintro ⟨ψ, hne, hbd, hψ⟩
    exact energy_mem_band ε t E ψ hne hbd hψ
  · intro h
    obtain ⟨k, hk⟩ := exists_wave_number ε t E h
    refine ⟨blochWave k, ?_, ⟨1, fun j => (norm_blochWave k j).le⟩, ?_⟩
    · exact Function.ne_iff.mpr ⟨0, Complex.exp_ne_zero _⟩
    · rw [← hk]
      exact blochWave_dispersion ε t k
```

Setting $\varepsilon = 0$ and $t = 1$ turns the stationary equation into the recurrence $\psi(j+1)+\psi(j-1) = E\psi(j)$, and the condition becomes $|E| \le 2$.

```lean
/-- The recurrence `ψ (j + 1) + ψ (j - 1) = E ψ j` has a nonzero bounded solution on all
integers exactly when `|E| ≤ 2`. -/
theorem allowed_band_recurrence (E : ℝ) :
    (∃ ψ : ℤ → ℂ, ψ ≠ 0 ∧ BoundedAmplitude ψ ∧
      ∀ j, ψ (j + 1) + ψ (j - 1) = (E : ℂ) * ψ j) ↔ |E| ≤ 2 := by
  simpa [IsStationary, chainHamiltonian] using allowed_band_iff 0 1 E
```

## Growth inside the band and at its edge

The equivalence provides one bounded state at each allowed energy. Whether every solution is bounded depends on where in the band the energy lies.

First, for a stationary state $Q$ is the same on every bond. Take the stationary equation at site $i+1$, where $i$ is now an integer and not the imaginary unit,

$$t\,[\psi(i+2)+\psi(i)] = (E-\varepsilon)\,\psi(i+1),$$

multiply by $\overline{\psi(i+2)-\psi(i)}$ and take the real part:

$$t\left(|\psi(i+2)|^2-|\psi(i)|^2\right) = (E-\varepsilon)\,\mathrm{Re}\left[\overline{\psi(i+1)}\,(\psi(i+2)-\psi(i))\right].$$

This is $Q(i+1) = Q(i)$. The code uses the real and imaginary parts of the equation, `hre` and `him`, with the matching multipliers. Induction in both directions then gives $Q(j) = Q(0)$ for every integer $j$.

```lean
/-- For a stationary state the bond form has the same value on every bond. -/
theorem bondForm_const (ε t E : ℝ) (ψ : ℤ → ℂ) (hψ : IsStationary ε t E ψ) (j : ℤ) :
    bondForm ε t E ψ j = bondForm ε t E ψ 0 := by
  have hstep : ∀ i, bondForm ε t E ψ (i + 1) = bondForm ε t E ψ i := by
    intro i
    have hre := congrArg Complex.re (hψ (i + 1))
    have him := congrArg Complex.im (hψ (i + 1))
    simp only [chainHamiltonian, add_sub_cancel_right, Complex.add_re,
      Complex.re_ofReal_mul] at hre
    simp only [chainHamiltonian, add_sub_cancel_right, Complex.add_im,
      Complex.im_ofReal_mul] at him
    unfold bondForm
    linear_combination ((ψ (i + 1 + 1)).re - (ψ i).re) * hre
      + ((ψ (i + 1 + 1)).im - (ψ i).im) * him
  induction j using Int.induction_on with
  | zero => rfl
  | succ i ih => exact (hstep _).trans ih
  | pred i ih =>
    have h := hstep (-(i : ℤ) - 1)
    rw [sub_add_cancel] at h
    exact h.symm.trans ih
```

Now let $|E-\varepsilon| < 2|t|$. Write $N = |\psi(j+1)|^2+|\psi(j)|^2$ and $S = \mathrm{Re}[\overline{\psi(j)}\,\psi(j+1)]$. Expanding $|\psi(j+1)\pm\psi(j)|^2 \ge 0$ gives $|S| \le N/2$. From $tN = Q(0) + (E-\varepsilon)S$ it follows that

$$|t|N \le |Q(0)| + \tfrac12|E-\varepsilon|\,N, \qquad N \le B := \frac{|Q(0)|}{|t|-|E-\varepsilon|/2}.$$

The denominator is positive by assumption. Therefore $|\psi(j)|^2 \le B$, and since $x \le x^2+1$ for real $x$, $|\psi(j)| \le B+1$ on every site.

```lean
/-- Strictly inside the band every stationary state is bounded. -/
theorem bounded_of_interior (ε t E : ℝ) (hE : |E - ε| < 2 * |t|) (ψ : ℤ → ℂ)
    (hψ : IsStationary ε t E ψ) : BoundedAmplitude ψ := by
  have hd : 0 < |t| - |E - ε| / 2 := by linarith
  refine ⟨|bondForm ε t E ψ 0| / (|t| - |E - ε| / 2) + 1, fun j => ?_⟩
  have hQ := bondForm_const ε t E ψ hψ j

  have hn : ‖ψ j‖ ^ 2 = (ψ j).re ^ 2 + (ψ j).im ^ 2 := by
    rw [Complex.sq_norm, Complex.normSq_apply]
    ring
  generalize bondForm ε t E ψ 0 = Q at hQ ⊢
  unfold bondForm at hQ
  obtain ⟨N, hN⟩ : ∃ N : ℝ, N = (ψ (j + 1)).re ^ 2 + (ψ (j + 1)).im ^ 2
      + (ψ j).re ^ 2 + (ψ j).im ^ 2 := ⟨_, rfl⟩
  obtain ⟨S, hS⟩ : ∃ S : ℝ, S = (ψ j).re * (ψ (j + 1)).re
      + (ψ j).im * (ψ (j + 1)).im := ⟨_, rfl⟩
  rw [← hN, ← hS] at hQ
  have hN0 : 0 ≤ N := by rw [hN]; positivity
  have hSN : |S| ≤ N / 2 := by
    rw [abs_le, hS, hN]
    constructor
    · nlinarith [sq_nonneg ((ψ j).re + (ψ (j + 1)).re),
        sq_nonneg ((ψ j).im + (ψ (j + 1)).im)]
    · nlinarith [sq_nonneg ((ψ j).re - (ψ (j + 1)).re),
        sq_nonneg ((ψ j).im - (ψ (j + 1)).im)]
  -- the conserved form controls the amplitudes on the bond
  have h1 : |t| * N ≤ |Q| + |E - ε| * |S| := by
    have h2 : t * N = Q + (E - ε) * S := by linarith
    have h3 := abs_add_le Q ((E - ε) * S)
    rw [← h2, abs_mul, abs_mul, abs_of_nonneg hN0] at h3
    exact h3
  have h4 := mul_le_mul_of_nonneg_left hSN (abs_nonneg (E - ε))
  have h5 : N ≤ |Q| / (|t| - |E - ε| / 2) := by
    rw [le_div_iff₀ hd]
    linarith
  have h6 : ‖ψ j‖ ^ 2 ≤ N := by
    rw [hn, hN]
    linarith [sq_nonneg (ψ (j + 1)).re, sq_nonneg (ψ (j + 1)).im]
  nlinarith [sq_nonneg (‖ψ j‖ - 1), sq_nonneg ‖ψ j‖]
```

At $E = \varepsilon+2t$ the form becomes $Q(j) = t\,|\psi(j+1)-\psi(j)|^2$, which for $t \ne 0$ controls only the difference between neighbours and for $t = 0$ controls nothing. Steady growth is then possible. For $\psi(j) = j$,

$$\varepsilon j + t\,[(j+1)+(j-1)] = (\varepsilon+2t)\,j,$$

so this $\psi$ is stationary. It is unbounded, because any proposed bound $C$ is exceeded at a site $n > C$. The bounded Bloch wave with $k=0$ has the same energy.

```lean
/-- At the energy `ε + 2 t` the amplitudes `ψ j = j` form an unbounded stationary state. -/
theorem band_edge_unbounded (ε t : ℝ) :
    IsStationary ε t (ε + 2 * t) (fun j => (j : ℂ)) ∧
      ¬ BoundedAmplitude (fun j => (j : ℂ)) := by
  constructor
  · intro j
    simp only [chainHamiltonian]
    push_cast
    ring
  · rintro ⟨C, hC⟩
    obtain ⟨n, hn⟩ := exists_nat_gt C
    have h : ‖(((n : ℤ)) : ℂ)‖ ≤ C := hC n
    rw [Int.cast_natCast, Complex.norm_natCast] at h
    linarith

end

end TightBindingChain
```

```lean
#print axioms TightBindingChain.energy_mem_band
-- 'TightBindingChain.energy_mem_band' depends on axioms: [propext, Classical.choice, Quot.sound]
#print axioms TightBindingChain.allowed_band_recurrence
-- 'TightBindingChain.allowed_band_recurrence' depends on axioms: [propext, Classical.choice, Quot.sound]
#print axioms TightBindingChain.bounded_of_interior
-- 'TightBindingChain.bounded_of_interior' depends on axioms: [propext, Classical.choice, Quot.sound]
#print axioms TightBindingChain.band_edge_unbounded
-- 'TightBindingChain.band_edge_unbounded' depends on axioms: [propext, Classical.choice, Quot.sound]
```
